# The integrated squared vorticity of a filled planar vortex core diverges as the core empties

The vorticity is defined here for a general positive planar density n and a current j, through actual partial derivatives of the velocity field j/n:

w = ∂(j_y/n)/∂x − ∂(j_x/n)/∂y.

The alternative would be to enter a ready-made formula for one particular vortex; with the general definition, that formula becomes something to derive.

```lean
import Mathlib

open MeasureTheory Filter
open scoped Real Topology

namespace VortexCoreFunctional

noncomputable section
```

In the code a point of the plane is a pair `p`, with `p.1` for x and `p.2` for y, and `deriv` is the ordinary one-variable derivative with the other coordinate held fixed.

```lean
/-- The vorticity `curl (j / n)` of a planar density `n` and current `j`, meant for points
near which `n` does not vanish. -/
def vorticity (n : ℝ × ℝ → ℝ) (j : ℝ × ℝ → ℝ × ℝ) (p : ℝ × ℝ) : ℝ :=
  deriv (fun x => (j (x, p.2)).2 / n (x, p.2)) p.1 -
    deriv (fun y => (j (p.1, y)).1 / n (p.1, y)) p.2
```

The energy-like quantity to study carries a power of the density as weight, with a real exponent α:

F_α[n, j] = ∫ n^α w² dx dy.

The integral is a Lebesgue integral over the whole plane.

```lean
/-- The vorticity functional with density weight `n ^ α`: the integral of `n ^ α * w ^ 2` over
the plane, where `w = curl (j / n)`, meant for positive densities. -/
def vorticityFunctional (α : ℝ) (n : ℝ × ℝ → ℝ) (j : ℝ × ℝ → ℝ × ℝ) : ℝ :=
  ∫ p : ℝ × ℝ, n p ^ α * vorticity n j p ^ 2
```

The example is a vortex core. With r² = x² + y² and a constant e > 0, which is a density here and not Euler's number, take

n = e + r², j = (−y, x).

In units with ħ = m = 1, the orbital x + iy has density r² and paramagnetic current (−y, x). The constant e stands for density that carries no current and fills the node, for instance that of a second orbital with constant real amplitude √e. Since n grows with r, this is a model of the neighbourhood of a core and not a normalisable state.

```lean
/-- The density `e + r ^ 2` of a vortex core filled by the density `e`. -/
def coreDensity (e : ℝ) (p : ℝ × ℝ) : ℝ := e + (p.1 ^ 2 + p.2 ^ 2)

/-- The circulating current `(-y, x)`. -/
def coreCurrent (p : ℝ × ℝ) : ℝ × ℝ := (-p.2, p.1)
```

## (a) The filled core has no node

**Task.** Show that for e > 0, at every point of the plane,

n > 0.

**Solution.** The squares x² and y² are non-negative, so n ≥ e > 0. The velocity j/n is therefore defined everywhere. At e = 0 the density would vanish at the origin. In the code, `positivity` carries out this sign argument.

```lean
/-- A core filled by `e > 0` has density `n > 0` everywhere. -/
theorem coreDensity_pos {e : ℝ} (he : 0 < e) (p : ℝ × ℝ) : 0 < coreDensity e p := by
  unfold coreDensity
  positivity
```

## (b) The vorticity of the core

**Task.** Show that for e > 0

w = 2e/n².

**Solution.** The velocity is (−y/n, x/n), and ∂n/∂x = 2x, ∂n/∂y = 2y. The quotient rule gives

∂(x/n)/∂x = (n − 2x²)/n²,

∂(−y/n)/∂y = (−n + 2y²)/n².

Subtracting the second from the first,

w = (2n − 2x² − 2y²)/n² = 2(n − r²)/n² = 2e/n².

The proof has the same stages: `hdx` and `hdy` differentiate the density, `hx` and `hy` apply the quotient rule, and the final `ring` simplifies the numerator.

```lean
/-- For `e > 0` the vorticity of the filled core is `2 e / n ^ 2`. -/
theorem vorticity_core {e : ℝ} (he : 0 < e) (p : ℝ × ℝ) :
    vorticity (coreDensity e) coreCurrent p = 2 * e / coreDensity e p ^ 2 := by
  have hn : e + (p.1 ^ 2 + p.2 ^ 2) ≠ 0 := (coreDensity_pos he p).ne'
  have hdx : HasDerivAt (fun x : ℝ => e + (x ^ 2 + p.2 ^ 2)) (2 * p.1) p.1 :=
    (((hasDerivAt_pow 2 p.1).add_const (p.2 ^ 2)).const_add e).congr_deriv (by norm_num)
  have hdy : HasDerivAt (fun y : ℝ => e + (p.1 ^ 2 + y ^ 2)) (2 * p.2) p.2 :=
    (((hasDerivAt_pow 2 p.2).const_add (p.1 ^ 2)).const_add e).congr_deriv (by norm_num)
  -- the quotient rule for the two components of the velocity
  have hx := (hasDerivAt_id' p.1).fun_div hdx hn
  have hy := (hasDerivAt_id' p.2).fun_neg.fun_div hdy hn
  show deriv (fun x : ℝ => x / (e + (x ^ 2 + p.2 ^ 2))) p.1 -
    deriv (fun y : ℝ => -y / (e + (p.1 ^ 2 + y ^ 2))) p.2 =
      2 * e / (e + (p.1 ^ 2 + p.2 ^ 2)) ^ 2
  rw [hx.deriv, hy.deriv, ← sub_div]
  congr 1
  ring
```

## (c) Integrals of negative powers of the density

**Task.** Show that for e > 0 and real s > 0

∫ n^(−s−1) dx dy = (π/s) e^(−s).

**Solution.** The density depends on r only, so in polar coordinates the angle contributes 2π and the integral becomes

2π ∫₀^∞ r (e + r²)^(−s−1) dr.

The integrand has an explicit antiderivative:

d/dr [−(e + r²)^(−s)/(2s)] = r (e + r²)^(−s−1).

Because s > 0, the antiderivative tends to 0 as r → ∞. At r = 0 it equals −e^(−s)/(2s). The radial integral is therefore e^(−s)/(2s), and multiplication by 2π gives the result.

In the proof, `hrad` is the radial integral, with `hd` for the derivative and `ht` for the limit at infinity. The integrand is non-negative, so the library's fundamental theorem for half-lines needs no separate proof of convergence. `hang` is the angular factor 2π, and `hp` uses sin² + cos² = 1 to show that the density depends on the radius alone. The change of variables is `integral_comp_polarCoord_symm`, and `setIntegral_prod_mul` splits the double integral into its two factors.

```lean
/-- For `e > 0` and `s > 0` the integral of `n ^ (-s - 1)` over the plane is
`(π / s) * e ^ (-s)`. -/
theorem integral_coreDensity_rpow {e s : ℝ} (he : 0 < e) (hs : 0 < s) :
    ∫ p : ℝ × ℝ, coreDensity e p ^ (-s - 1) = π / s * e ^ (-s) := by
  -- the radial integral, from an explicit antiderivative
  have hrad : ∫ r in Set.Ioi (0 : ℝ), r * (e + r ^ 2) ^ (-s - 1) = e ^ (-s) / (2 * s) := by
    have hd : ∀ r ∈ Set.Ici (0 : ℝ), HasDerivAt
        (fun r : ℝ => -(1 / (2 * s)) * (e + r ^ 2) ^ (-s)) (r * (e + r ^ 2) ^ (-s - 1)) r := by
      intro r _
      have hb : HasDerivAt (fun r : ℝ => e + r ^ 2) (2 * r) r :=
        ((hasDerivAt_pow 2 r).const_add e).congr_deriv (by norm_num)
      have hp : e + r ^ 2 ≠ 0 := by positivity
      have hc : 1 / (2 * s) * (2 * s) = 1 := one_div_mul_cancel (by positivity)
      refine ((hb.rpow_const (p := -s) (Or.inl hp)).const_mul (-(1 / (2 * s)))).congr_deriv ?_
      linear_combination r * (e + r ^ 2) ^ (-s - 1) * hc
    have ht : Tendsto (fun r : ℝ => -(1 / (2 * s)) * (e + r ^ 2) ^ (-s)) atTop (𝓝 0) := by
      have hb : Tendsto (fun r : ℝ => e + r ^ 2) atTop atTop :=
        tendsto_atTop_add_const_left _ e (tendsto_pow_atTop two_ne_zero)
      have h := ((tendsto_rpow_neg_atTop hs).comp hb).const_mul (-(1 / (2 * s)))
      rw [mul_zero] at h
      exact h
    have h := integral_Ioi_of_hasDerivAt_of_nonneg' hd
      (fun r hr => mul_nonneg (Set.mem_Ioi.mp hr).le (Real.rpow_nonneg (by positivity) _)) ht
    have h0 : e + (0 : ℝ) ^ 2 = e := by ring
    rw [h]
    simp only [h0]
    ring
  have hang : ∫ _θ in Set.Ioo (-π) π, (1 : ℝ) = 2 * π := by
    rw [setIntegral_const, smul_eq_mul, mul_one,
      Real.volume_real_Ioo_of_le (by linarith [Real.pi_pos])]
    ring
  -- in polar coordinates the integrand depends on the radius only
  have hp : ∀ q : ℝ × ℝ, q.1 • coreDensity e (polarCoord.symm q) ^ (-s - 1) =
      q.1 * (e + q.1 ^ 2) ^ (-s - 1) * 1 := by
    intro q
    have h : coreDensity e (polarCoord.symm q) = e + q.1 ^ 2 := by
      simp only [coreDensity, polarCoord_symm_apply]
      linear_combination q.1 ^ 2 * Real.sin_sq_add_cos_sq q.2
    rw [h, smul_eq_mul, mul_one]
  rw [← integral_comp_polarCoord_symm]
  simp only [hp]
  refine (setIntegral_prod_mul (μ := volume) (ν := volume)
    (fun r : ℝ => r * (e + r ^ 2) ^ (-s - 1)) (fun _ : ℝ => (1 : ℝ))
    (Set.Ioi 0) (Set.Ioo (-π) π)).trans ?_
  rw [hrad, hang]
  ring
```

## (d) The weighted functional on the core

**Task.** Show that for e > 0 and α < 3

F_α = 4π/(3 − α) · e^(α−1).

**Solution.** By (b), the integrand is

n^α w² = 4e² n^(α−4).

Set s = 3 − α, which is positive. Then α − 4 = −s − 1, and (c) gives

F_α = 4e² · π/(3 − α) · e^(α−3) = 4π/(3 − α) · e^(α−1).

The condition α < 3 concerns large distances: with the area element, the integrand falls off as r^(2α−7), which is integrable at infinity exactly when α < 3. Lean assigns the value 0 to a divergent integral, so the positive value found here also shows that the integral converges.

In the code, `hpt` is the rewriting of the integrand, and the two equations named `hexp` rearrange the exponents.

```lean
/-- For `e > 0` and `α < 3` the functional with weight `n ^ α` takes the value
`4 π / (3 - α) * e ^ (α - 1)` on the filled core. -/
theorem vorticityFunctional_core {e α : ℝ} (he : 0 < e) (hα : α < 3) :
    vorticityFunctional α (coreDensity e) coreCurrent = 4 * π / (3 - α) * e ^ (α - 1) := by
  have hpt : ∀ p : ℝ × ℝ, coreDensity e p ^ α * vorticity (coreDensity e) coreCurrent p ^ 2 =
      4 * e ^ 2 * coreDensity e p ^ (-(3 - α) - 1) := by
    intro p
    have hexp : -(3 - α) - 1 = α - ((4 : ℕ) : ℝ) := by push_cast; ring
    rw [vorticity_core he, hexp, Real.rpow_sub_natCast (coreDensity_pos he p).ne']
    ring
  have hexp : α - 1 = -(3 - α) + ((2 : ℕ) : ℝ) := by push_cast; ring
  unfold vorticityFunctional
  simp only [hpt]
  rw [integral_const_mul, integral_coreDensity_rpow he (by linarith), hexp,
    Real.rpow_add_natCast he.ne']
  ring
```

## (e) Total vorticity and two squared-vorticity integrals

**Task.** Show that for every e > 0

∫ w dx dy = 2π,

∫ n w² dx dy = 2π,

∫ w² dx dy = 4π/(3e).

**Solution.** For the first integral, use w = 2e n^(−2) and (c) with s = 1:

∫ w dx dy = 2e · π/e = 2π.

Stokes' theorem agrees: the circulation of j/n around a circle of radius r is 2πr²/(e + r²), which tends to 2π as r grows.

The second integral is F_1 = (4π/2) e⁰ = 2π. The third is F_0 = (4π/3) e^(−1) = 4π/(3e).

The three bullets of the proof follow this order, the last two by specialising `vorticityFunctional_core` to α = 1 and α = 0.

```lean
/-- For every `e > 0` the vorticity `w` of the filled core integrates to `2 π`, the integral of
`n * w ^ 2` is `2 π`, and the integral of `w ^ 2` is `4 π / (3 e)`. -/
theorem vortex_core_integrals {e : ℝ} (he : 0 < e) :
    (∫ p : ℝ × ℝ, vorticity (coreDensity e) coreCurrent p) = 2 * π ∧
    (∫ p : ℝ × ℝ, coreDensity e p * vorticity (coreDensity e) coreCurrent p ^ 2) = 2 * π ∧
    (∫ p : ℝ × ℝ, vorticity (coreDensity e) coreCurrent p ^ 2) = 4 * π / (3 * e) := by
  refine ⟨?_, ?_, ?_⟩
  · have hpt : ∀ p : ℝ × ℝ, vorticity (coreDensity e) coreCurrent p =
        2 * e * coreDensity e p ^ (-(1 : ℝ) - 1) := by
      intro p
      have hexp : -(1 : ℝ) - 1 = -((2 : ℕ) : ℝ) := by norm_num
      rw [vorticity_core he, hexp, Real.rpow_neg (coreDensity_pos he p).le,
        Real.rpow_natCast, div_eq_mul_inv]
    simp only [hpt]
    rw [integral_const_mul, integral_coreDensity_rpow he one_pos, Real.rpow_neg_one]
    linear_combination 2 * π * mul_inv_cancel₀ he.ne'
  · have h := vorticityFunctional_core (α := 1) he (by norm_num)
    simp only [vorticityFunctional, Real.rpow_one, sub_self, Real.rpow_zero] at h
    rw [h]
    ring
  · have h := vorticityFunctional_core (α := 0) he (by norm_num)
    simp only [vorticityFunctional, Real.rpow_zero, one_mul, zero_sub, Real.rpow_neg_one,
      sub_zero] at h
    rw [h]
    ring
```

## (f) Emptying the core at a general weight

**Task.** Show that as e → 0 from above

F_α → +∞ if α < 1,

F_α → 0 if 1 < α < 3.

**Solution.** By (d), F_α is a positive constant times e^(α−1). A negative exponent makes this grow without bound, and a positive one sends it to 0. At the borderline α = 1 the value stays at 2π, by (e).

The scales of the core show where the exponent comes from. The core has area of order e, density of order e and vorticity of order 1/e, so F_α is of order e^α · e^(−2) · e = e^(α−1).

The proof writes e^(α−1) as (1/e)^(1−α), which lets it use the library's limits for real powers of a variable that tends to infinity. `key` records this form for e > 0, and `𝓝[>] 0` is the approach to 0 from above.

```lean
/-- As the core density `e` tends to `0` from above, the functional with weight `n ^ α` diverges
to `+∞` if `α < 1`, and tends to `0` if `1 < α < 3`. -/
theorem empty_core_limit (α : ℝ) :
    (α < 1 → Tendsto (fun e => vorticityFunctional α (coreDensity e) coreCurrent)
      (𝓝[>] 0) atTop) ∧
    (1 < α → α < 3 → Tendsto (fun e => vorticityFunctional α (coreDensity e) coreCurrent)
      (𝓝[>] 0) (𝓝 0)) := by
  -- write the value through the large quantity `1 / e`
  have key : α < 3 → (fun e : ℝ => 4 * π / (3 - α) * (e⁻¹) ^ (1 - α)) =ᶠ[𝓝[>] 0]
      (fun e => vorticityFunctional α (coreDensity e) coreCurrent) := by
    intro h3
    filter_upwards [self_mem_nhdsWithin] with e he
    have he' : 0 < e := he
    have hexp : α - 1 = -(1 - α) := by ring
    rw [vorticityFunctional_core he' h3, hexp, Real.rpow_neg he'.le, Real.inv_rpow he'.le]
  constructor
  · intro h1
    have hc : 0 < 4 * π / (3 - α) := div_pos (by positivity) (by linarith)
    have hy : 0 < 1 - α := by linarith
    exact (((tendsto_rpow_atTop hy).comp tendsto_inv_nhdsGT_zero).const_mul_atTop hc).congr'
      (key (by linarith))
  · intro h1 h3
    have hy : 0 < α - 1 := by linarith
    have h := ((tendsto_rpow_neg_atTop hy).comp tendsto_inv_nhdsGT_zero).const_mul
      (4 * π / (3 - α))
    rw [mul_zero, neg_sub] at h
    exact h.congr' (key h3)
```

## (g) The unweighted functional

**Task.** Show that as e → 0 from above

∫ w² dx dy → +∞.

**Solution.** This is (f) with α = 0, since n⁰ = 1. It can also be read off from the value 4π/(3e) in (e).

In current-density functional theory, an exchange-correlation energy may depend on the paramagnetic current j through the vorticity curl(j/n). On this one-parameter family of planar model cores, a term ∫ w² with a constant coefficient blows up as the density at the core vanishes, whereas a coefficient proportional to n keeps the term finite.

```lean
/-- The unweighted integral of the squared vorticity diverges to `+∞` as the core density `e`
tends to `0` from above. -/
theorem unweighted_diverges :
    Tendsto (fun e => ∫ p : ℝ × ℝ, vorticity (coreDensity e) coreCurrent p ^ 2)
      (𝓝[>] 0) atTop := by
  have h := (empty_core_limit 0).1 one_pos
  simp only [vorticityFunctional, Real.rpow_zero, one_mul] at h
  exact h

end

end VortexCoreFunctional
```

```lean
#print axioms VortexCoreFunctional.vortex_core_integrals
#print axioms VortexCoreFunctional.unweighted_diverges
```

```
'VortexCoreFunctional.vortex_core_integrals' depends on axioms: [propext, Classical.choice, Quot.sound]
'VortexCoreFunctional.unweighted_diverges' depends on axioms: [propext, Classical.choice, Quot.sound]
```

## Other powers of the vorticity

The same computation, done here by hand only, finds the borderline weight for any real power k > 0 of the vorticity. From w = 2e/n² and (c) with s = k,

∫ n^(k−1) w^k dx dy = (2e)^k ∫ n^(−k−1) dx dy = 2^k π/k,

which is independent of e. The cases k = 1 and k = 2 return the two values 2π in (e).

## The core with e = 0

If e is set to 0 before the vorticity is computed, the velocity is (−y, x)/r², and its curl vanishes at every point with r > 0. The circulation around the origin is still 2π, so as a distribution the vorticity is 2π times a delta function at the origin. An integral of the pointwise w² misses this contribution and gives 0, although the same integral for e > 0 diverges as e → 0. The order of the two steps therefore matters.
